# Single-eigenvalue matrices have codimension 2, 3 and 5 in the 2 × 2 real symmetric, 2 × 2 Hermitian and 4 × 4 Kramers-paired Hermitian classes

## One coordinate is usually too few

Scan one bond length and watch two electronic levels approach, then separate. Without a count of the conditions for degeneracy, the gap may look like a fault of the grid, and refining the scan may never close it. For a real Hamiltonian and two states of the same symmetry, two conditions must hold, and one coordinate generally meets only one of them. If symmetry forbids the coupling between the states, one condition is left and the levels can cross.

## Three symmetry classes

A two-state model without spin–orbit coupling or a magnetic field can be written as a real symmetric 2 × 2 matrix. A magnetic field generally makes it complex Hermitian. With an odd number of electrons, spin–orbit coupling and no magnetic field, levels come in Kramers pairs, so two of them need a 4 × 4 matrix H. Time reversal acts as v ↦ J conj(v), and invariance reads

J conj(H) = H J, J = 1 ⊗ ε, ε = [[0, 1], [−1, 0]].

The basis states 0, 1 form one pair and 2, 3 the other. "One level" means one distinct eigenvalue, so here the two pairs coincide.

## Counting the parameters

With a, b, d real and z complex, the 2 × 2 classes are

[[a, b], [b, d]], dimension 3,

[[a, z], [z*, d]], dimension 4.

For the third class, split H into 2 × 2 blocks. Each block B = [[p, q], [r, s]] must satisfy ε conj(B) = B ε, that is

[[r*, s*], [−p*, −q*]] = [[−q, p], [−s, r]].

Hence r = −q* and s = p*. In a diagonal block, Hermiticity also makes p real and r = q*, so q = 0. Therefore

H = [[a·1, Q], [Q†, d·1]], Q = [[z, w], [−w*, z*]],

with a, d real and z, w complex. Q† has the required block form too, so the dimension is 6.

## One level forces a multiple of the identity

Let A be Hermitian with the single level E. Then A = U D U† with U unitary and D = E·1, so

A = U (E·1) U† = E·1,

with E real. Conversely, if A = c·1 and Av = μv with v ≠ 0, then μ = c, and every nonzero v is an eigenvector. The degenerate matrices thus form a line, of codimension 3 − 1 = 2, 4 − 1 = 3 and 6 − 1 = 5.

Hermiticity matters: [[0, 1], [0, 0]] has only the eigenvalue 0, yet is no multiple of the identity.

## Reading the Lean statement

`hermitian n K` is the real vector space of Hermitian matrices over `K`, which are symmetric when `K` is ℝ. `timeReversal` adds the relation with `J`, where `H.map (starRingEnd ℂ)` is the entrywise conjugate. `IsLevel A μ` demands a nonzero eigenvector, `degenerate V` collects the members of `V` with exactly one level, and `scalars n K` consists of the real multiples of the identity.

`degeneracy_codimension` states, for each class, that `degenerate` equals `scalars` and that the class has dimension larger by 2, 3 or 5. The dimensions are real ones, given by `Module.finrank ℝ`.

This is the matrix count behind the non-crossing rule. Carrying it over to a seam in nuclear coordinates requires the conditions to vary independently with geometry, which is an additional assumption.

## Locating an intersection

In a real two-state diabatic model, a conical-intersection search solves

H₀₀ − H₁₁ = 0, H₀₁ = 0.

If the gradients of these two functions are linearly independent, they span the branching plane, and the energy can be minimised along the remaining directions. A complex H₀₁ contributes two real equations; in the Kramers case a = d, z = 0 and w = 0 make five.

## The file

```lean
import Mathlib

open Matrix

namespace DegeneracyCodimension

noncomputable section

variable {n K : Type*} [Fintype n] [DecidableEq n] [RCLike K]

/-- `μ` is an energy level of `A`: it is an eigenvalue with a nonzero eigenvector. -/
def IsLevel (A : Matrix n n K) (μ : K) : Prop :=
  ∃ v : n → K, v ≠ 0 ∧ A *ᵥ v = μ • v

/-- The members of a family `V` of Hamiltonians that have exactly one energy level. -/
def degenerate (V : Submodule ℝ (Matrix n n K)) : Set (Matrix n n K) :=
  {A | A ∈ V ∧ ∃ E, ∀ μ, IsLevel A μ ↔ μ = E}

/-- The real multiples of the identity. -/
def scalars (n K : Type*) [DecidableEq n] [RCLike K] : Submodule ℝ (Matrix n n K) :=
  Submodule.span ℝ {1}

/-- The real space of Hermitian matrices over `K`; for `K = ℝ` these are the real symmetric
matrices. -/
def hermitian (n K : Type*) [RCLike K] : Submodule ℝ (Matrix n n K) where
  carrier := {A | Aᴴ = A}
  add_mem' := by
    intro A B (ha : Aᴴ = A) (hb : Bᴴ = B)
    change (A + B)ᴴ = A + B
    rw [conjTranspose_add, ha, hb]
  zero_mem' := conjTranspose_zero
  smul_mem' := by
    intro c A (ha : Aᴴ = A)
    change (c • A)ᴴ = c • A
    rw [conjTranspose_smul, ha, star_trivial]

/-- The matrix `1 ⊗ [[0, 1], [-1, 0]]`. -/
def J : Matrix (Fin 4) (Fin 4) ℂ :=
  !![0, 1, 0, 0; -1, 0, 0, 0; 0, 0, 0, 1; 0, 0, -1, 0]

/-- The 4 by 4 Hermitian Hamiltonians `H` with `J conj(H) = H J`. -/
def timeReversal : Submodule ℝ (Matrix (Fin 4) (Fin 4) ℂ) where
  carrier := {H | H ∈ hermitian (Fin 4) ℂ ∧ J * H.map (starRingEnd ℂ) = H * J}
  add_mem' := by
    rintro A B ⟨ha, ha'⟩ ⟨hb, hb'⟩
    refine ⟨add_mem ha hb, ?_⟩
    have h : (A + B).map (starRingEnd ℂ) =
        A.map (starRingEnd ℂ) + B.map (starRingEnd ℂ) := by ext i j; simp
    rw [h, mul_add, add_mul, ha', hb']
  zero_mem' := ⟨zero_mem _, by ext i j; simp [Matrix.mul_apply]⟩
  smul_mem' := by
    rintro c A ⟨ha, ha'⟩
    refine ⟨Submodule.smul_mem _ c ha, ?_⟩
    have h : (c • A).map (starRingEnd ℂ) = c • A.map (starRingEnd ℂ) := by ext i j; simp
    rw [h, Matrix.mul_smul, Matrix.smul_mul, ha']

/-- A matrix lies in `hermitian n K` if and only if, for all `i` and `j`, its `i j` entry is the
conjugate of its `j i` entry. -/
theorem mem_hermitian {n : Type*} {A : Matrix n n K} :
    A ∈ hermitian n K ↔ ∀ i j, star (A j i) = A i j :=
  ⟨fun h i j => congrFun (congrFun h i) j, fun h => Matrix.ext h⟩

/-- A Hermitian matrix of any nonzero size has exactly one level if and only if it is a real
multiple of the identity. -/
theorem single_level_iff [Nonempty n] {A : Matrix n n K} (hA : A.IsHermitian) :
    (∃ E, ∀ μ, IsLevel A μ ↔ μ = E) ↔ ∃ c : ℝ, A = c • (1 : Matrix n n K) := by
  constructor
  · rintro ⟨E, hE⟩
    have h : ∀ i, (hA.eigenvalues i : K) = E := by
      intro i
      refine (hE _).1 ⟨(hA.eigenvectorBasis i).ofLp, fun h0 => ?_, ?_⟩
      · exact hA.eigenvectorBasis.orthonormal.ne_zero i (by ext j; exact congrFun h0 j)
      · rw [hA.mulVec_eigenvectorBasis i]
        ext j
        simp [RCLike.real_smul_eq_coe_mul]
    -- the diagonal form is scalar, hence so is the matrix
    have hd : diagonal (RCLike.ofReal ∘ hA.eigenvalues) = E • (1 : Matrix n n K) := by
      rw [smul_one_eq_diagonal]
      congr 1
      funext i
      exact h i
    have hs := hA.spectral_theorem
    rw [hd] at hs
    have hs' : A = E • (1 : Matrix n n K) := by simpa using hs
    refine ⟨hA.eigenvalues (Classical.arbitrary n), hs'.trans ?_⟩
    rw [← h (Classical.arbitrary n)]
    ext a b
    simp [Matrix.smul_apply, RCLike.real_smul_eq_coe_mul]
  · rintro ⟨c, rfl⟩
    have hc : ∀ v : n → K, (c • (1 : Matrix n n K)) *ᵥ v = (c : K) • v := by
      intro v
      rw [smul_mulVec, one_mulVec]
      ext i
      simp [RCLike.real_smul_eq_coe_mul]
    refine ⟨(c : K), fun μ => ⟨?_, ?_⟩⟩
    · rintro ⟨v, hv, h⟩
      exact (smul_left_injective K hv ((hc v).symm.trans h)).symm
    · rintro rfl
      exact ⟨1, one_ne_zero, hc 1⟩

/-- In a real space of Hermitian matrices that contains the identity and has dimension `c + 1`,
the single-level members are the real multiples of the identity, of codimension `c`. -/
theorem codimension_of_finrank [Nonempty n] {V : Submodule ℝ (Matrix n n K)} {c : ℕ}
    (hV : V ≤ hermitian n K) (h1 : 1 ∈ V) (hc : Module.finrank ℝ V = c + 1) :
    degenerate V = scalars n K ∧
      Module.finrank ℝ V = Module.finrank ℝ (scalars n K) + c := by
  constructor
  · ext A
    constructor
    · rintro ⟨hA, hE⟩
      obtain ⟨c, hc⟩ := (single_level_iff (hV hA)).1 hE
      exact Submodule.mem_span_singleton.2 ⟨c, hc.symm⟩
    · intro hA
      obtain ⟨c, rfl⟩ := Submodule.mem_span_singleton.1 hA
      have hm := V.smul_mem c h1
      exact ⟨hm, (single_level_iff (hV hm)).2 ⟨c, rfl⟩⟩
  · rw [hc, scalars, finrank_span_singleton one_ne_zero, add_comm]

/-- The 2 by 2 real symmetric matrices have dimension 3. -/
theorem finrank_symmetric : Module.finrank ℝ (hermitian (Fin 2) ℝ) = 3 := by
  let e : hermitian (Fin 2) ℝ ≃ₗ[ℝ] (Fin 3 → ℝ) :=
    { toFun := fun A => ![A.1 0 0, A.1 1 1, A.1 0 1]
      map_add' := fun A B => by ext i; fin_cases i <;> simp
      map_smul' := fun c A => by ext i; fin_cases i <;> simp
      invFun := fun x => ⟨!![x 0, x 2; x 2, x 1], mem_hermitian.2 fun i j => by
        fin_cases i <;> fin_cases j <;> simp⟩
      left_inv := by
        rintro ⟨A, hA⟩
        have h : A 1 0 = A 0 1 := by simpa using mem_hermitian.1 hA 0 1
        apply Subtype.ext
        ext i j
        fin_cases i <;> fin_cases j <;> simp [h]
      right_inv := fun x => by ext i; fin_cases i <;> simp }
  exact e.finrank_eq.trans (by simp)

/-- The 2 by 2 Hermitian matrices have real dimension 4. -/
theorem finrank_hermitian : Module.finrank ℝ (hermitian (Fin 2) ℂ) = 4 := by
  let e : hermitian (Fin 2) ℂ ≃ₗ[ℝ] (Fin 4 → ℝ) :=
    { toFun := fun A => ![(A.1 0 0).re, (A.1 1 1).re, (A.1 0 1).re, (A.1 0 1).im]
      map_add' := fun A B => by ext i; fin_cases i <;> simp
      map_smul' := fun c A => by ext i; fin_cases i <;> simp
      invFun := fun x => ⟨!![(x 0 : ℂ), ⟨x 2, x 3⟩; ⟨x 2, -x 3⟩, x 1],
        mem_hermitian.2 fun i j => by
          fin_cases i <;> fin_cases j <;> apply Complex.ext <;> simp⟩
      left_inv := by
        rintro ⟨A, hA⟩
        have hre : ∀ i j, (A j i).re = (A i j).re := fun i j => by
          simpa using congrArg Complex.re (mem_hermitian.1 hA i j)
        have him : ∀ i j, -(A j i).im = (A i j).im := fun i j => by
          simpa using congrArg Complex.im (mem_hermitian.1 hA i j)
        apply Subtype.ext
        ext i j
        fin_cases i <;> fin_cases j <;> apply Complex.ext <;> simp <;>
          linarith [hre 0 1, him 0 1, him 0 0, him 1 1]
      right_inv := fun x => by ext i; fin_cases i <;> simp }
  exact e.finrank_eq.trans (by simp)

/-- The 4 by 4 Hermitian matrices with `J conj(H) = H J` have real dimension 6. -/
theorem finrank_timeReversal : Module.finrank ℝ timeReversal = 6 := by
  let e : timeReversal ≃ₗ[ℝ] (Fin 6 → ℝ) :=
    { toFun := fun A => ![(A.1 0 0).re, (A.1 2 2).re, (A.1 0 2).re, (A.1 0 2).im,
        (A.1 0 3).re, (A.1 0 3).im]
      map_add' := fun A B => by ext i; fin_cases i <;> simp
      map_smul' := fun c A => by ext i; fin_cases i <;> simp
      invFun := fun x => ⟨!![(x 0 : ℂ), 0, ⟨x 2, x 3⟩, ⟨x 4, x 5⟩;
          0, x 0, ⟨-x 4, x 5⟩, ⟨x 2, -x 3⟩;
          ⟨x 2, -x 3⟩, ⟨-x 4, -x 5⟩, x 1, 0;
          ⟨x 4, -x 5⟩, ⟨x 2, x 3⟩, 0, x 1],
        mem_hermitian.2 fun i j => by
          fin_cases i <;> fin_cases j <;> apply Complex.ext <;> simp,
        by
          ext i j
          fin_cases i <;> fin_cases j <;> apply Complex.ext <;>
            simp [J, Matrix.mul_apply, Fin.sum_univ_four]⟩
      left_inv := by
        rintro ⟨A, hA, hJ⟩
        have hre : ∀ i j, (A j i).re = (A i j).re := fun i j => by
          simpa using congrArg Complex.re (mem_hermitian.1 hA i j)
        have him : ∀ i j, -(A j i).im = (A i j).im := fun i j => by
          simpa using congrArg Complex.im (mem_hermitian.1 hA i j)
        -- rows 0 and 2 of `J conj(A) = A J`
        have q (i j : Fin 4) := congrFun (congrFun hJ i) j
        have a1 : starRingEnd ℂ (A 1 0) = -A 0 1 := by
          simpa [J, Matrix.mul_apply, Fin.sum_univ_four] using q 0 0
        have a2 : starRingEnd ℂ (A 1 1) = A 0 0 := by
          simpa [J, Matrix.mul_apply, Fin.sum_univ_four] using q 0 1
        have a3 : starRingEnd ℂ (A 1 2) = -A 0 3 := by
          simpa [J, Matrix.mul_apply, Fin.sum_univ_four] using q 0 2
        have a4 : starRingEnd ℂ (A 1 3) = A 0 2 := by
          simpa [J, Matrix.mul_apply, Fin.sum_univ_four] using q 0 3
        have a5 : starRingEnd ℂ (A 3 2) = -A 2 3 := by
          simpa [J, Matrix.mul_apply, Fin.sum_univ_four] using q 2 2
        have a6 : starRingEnd ℂ (A 3 3) = A 2 2 := by
          simpa [J, Matrix.mul_apply, Fin.sum_univ_four] using q 2 3
        simp only [Complex.ext_iff, Complex.conj_re, Complex.conj_im, Complex.neg_re,
          Complex.neg_im] at a1 a2 a3 a4 a5 a6
        apply Subtype.ext
        ext i j
        fin_cases i <;> fin_cases j <;> apply Complex.ext <;> simp <;>
          linarith [a1.1, a1.2, a2.1, a2.2, a3.1, a3.2, a4.1, a4.2, a5.1, a5.2, a6.1, a6.2,
            hre 0 1, him 0 1, hre 0 2, him 0 2, hre 0 3, him 0 3, hre 1 2, him 1 2,
            hre 1 3, him 1 3, hre 2 3, him 2 3, him 0 0, him 1 1, him 2 2, him 3 3]
      right_inv := fun x => by ext i; fin_cases i <;> simp }
  exact e.finrank_eq.trans (by simp)

/-- In the 2 by 2 real symmetric, 2 by 2 Hermitian and 4 by 4 time-reversal classes the single-level
Hamiltonians are the real multiples of the identity, of codimension 2, 3 and 5. -/
theorem degeneracy_codimension :
    (degenerate (hermitian (Fin 2) ℝ) = scalars (Fin 2) ℝ ∧
      Module.finrank ℝ (hermitian (Fin 2) ℝ) = Module.finrank ℝ (scalars (Fin 2) ℝ) + 2) ∧
    (degenerate (hermitian (Fin 2) ℂ) = scalars (Fin 2) ℂ ∧
      Module.finrank ℝ (hermitian (Fin 2) ℂ) = Module.finrank ℝ (scalars (Fin 2) ℂ) + 3) ∧
    (degenerate timeReversal = scalars (Fin 4) ℂ ∧
      Module.finrank ℝ timeReversal = Module.finrank ℝ (scalars (Fin 4) ℂ) + 5) := by
  refine ⟨codimension_of_finrank le_rfl conjTranspose_one finrank_symmetric,
    codimension_of_finrank le_rfl conjTranspose_one finrank_hermitian,
    codimension_of_finrank (fun _ h => h.1) ⟨conjTranspose_one, ?_⟩ finrank_timeReversal⟩
  rw [Matrix.map_one _ (map_zero _) (map_one _), mul_one, one_mul]

end

end DegeneracyCodimension
```

```lean
#print axioms DegeneracyCodimension.degeneracy_codimension
```

```
'DegeneracyCodimension.degeneracy_codimension' depends on axioms: [propext, Classical.choice, Quot.sound]
```

## How the proof is assembled

`single_level_iff` handles Hermitian matrices of any nonempty size. Mathlib's eigenvectors show that every listed eigenvalue equals `E`; `spectral_theorem` then turns the scalar diagonal form into a scalar matrix. The converse cancels a nonzero vector.

`codimension_of_finrank` applies this to any real space of Hermitian matrices containing the identity, and uses that the span of one nonzero matrix has dimension 1.

The three `finrank` theorems build linear equivalences `e` with ℝ³, ℝ⁴ and ℝ⁶, reading off the free parameters above. The substantial part is `left_inv`: the remaining entries are recovered from the symmetry relations. For `timeReversal`, `a1` to `a6` are the block equations, and `linarith` combines them with Hermiticity.
